# Garnir relation for adjacent tableau columns: a signed sum over more letters than the left column holds annihilates ba

Linear relations between N-electron spin functions, or between spatial functions, built from Young tableaux take a form that depends on what a permutation is taken to move. Here it moves the electron labels, called letters, while the cells of the diagram stay where they are. Products act from the left, so στ means first τ, then σ.

Let a be the sum of all permutations that keep every letter in its row, and b the signed sum of those that keep every letter in its column. Let φ be a spin function or a spatial function of N electrons, not the complete wave function: that is antisymmetric in all electrons, so a sends it to zero as soon as a row has two letters. Applied to φ, the product ba symmetrises over rows and then antisymmetrises over columns. Take a set X of letters in column j and a set Y in column j+1, and let G be the signed sum over all permutations of X ∪ Y. If X and Y together have more letters than column j has cells, then

G b a = 0.

Hence G b a φ = 0, a linear relation between the permuted copies of the function baφ. The Lean model stays in the group algebra; the linear action of permutations on electron functions is the step left to the reader.

```lean
import Mathlib

open Equiv Finset

namespace GarnirRelations

noncomputable section
```

## Tableaux and the permutations that respect them

A Young diagram μ has left-aligned rows whose lengths do not increase downwards. A tableau T is a bijection from the letters to the cells of μ, so no letter is repeated and N is finite.

```lean
/-- A Young tableau of shape `μ`: each letter (electron label) occupies one cell, and every cell
holds exactly one letter. -/
abbrev Tableau (μ : YoungDiagram) (α : Type*) := α ≃ {c : ℕ × ℕ // c ∈ μ}
```

A cell is a pair (row, column). Both coordinates count from zero, whereas textbooks usually start at one.

```lean
variable {α : Type*} [Fintype α] [DecidableEq α] {μ : YoungDiagram}

/-- The row in which a letter stands, counted from zero. -/
def row (T : Tableau μ α) (a : α) : ℕ := (T a).1.1

/-- The column in which a letter stands, counted from zero. -/
def col (T : Tableau μ α) (a : α) : ℕ := (T a).1.2
```

The row group R contains the permutations σ for which σx stands in the same row as x, for every letter x. In the code the bound variable for a letter is often `a`; in the prose, a is always the row symmetriser.

```lean
/-- The permutations that keep every letter in its row. -/
def rowGroup (T : Tableau μ α) : Finset (Perm α) :=
  univ.filter fun σ => ∀ a, row T (σ a) = row T a
```

The column group C is defined in the same way.

```lean
/-- The permutations that keep every letter in its column. -/
def colGroup (T : Tableau μ α) : Finset (Perm α) :=
  univ.filter fun σ => ∀ a, col T (σ a) = col T a
```

For a set Z of letters, `permsOf Z` contains the permutations that fix every letter outside Z. With Z = X ∪ Y these are the permutations summed in G, and they may carry letters from one column to the other.

```lean
/-- The permutations that move only letters of `Z`. -/
def permsOf (Z : Finset α) : Finset (Perm α) :=
  univ.filter fun σ => ∀ a, a ∉ Z → σ a = a
```

## Signed sums in the group algebra

Linear combinations of permutations with complex coefficients form the group algebra. The lower-case `perm` places a single permutation in it; the capitalised `Perm` is the type of permutations.

```lean
/-- A permutation as an element of the complex group algebra. -/
def perm (σ : Perm α) : MonoidAlgebra ℂ (Perm α) := MonoidAlgebra.of ℂ (Perm α) σ
```

The sign, +1 or −1, is needed as a complex coefficient.

```lean
/-- The sign of a permutation as a complex number. -/
def sgn (σ : Perm α) : ℂ := ((Perm.sign σ : ℤ) : ℂ)
```

For a set S of permutations, the signed sum is Σ sgn(σ) σ over σ in S.

```lean
/-- The sum of the permutations in `S`, each weighted by its sign. -/
def signedSum (S : Finset (Perm α)) : MonoidAlgebra ℂ (Perm α) :=
  ∑ σ ∈ S, sgn σ • perm σ
```

Taking S = C gives b.

```lean
/-- The column antisymmetriser `b` of a tableau. -/
def colAntisymmetriser (T : Tableau μ α) : MonoidAlgebra ℂ (Perm α) :=
  signedSum (colGroup T)
```

The row symmetriser a has all coefficients equal to one. Neither sum is normalised: the corresponding projectors are b/|C| and a/|R|, and these factors do not affect a relation whose right-hand side is zero.

```lean
/-- The row symmetriser `a` of a tableau. -/
def rowSymmetriser (T : Tableau μ α) : MonoidAlgebra ℂ (Perm α) :=
  ∑ σ ∈ rowGroup T, perm σ
```

## Absorbing a permutation into a sum

Multiplication in the algebra extends composition of permutations.

```lean
omit [Fintype α] [DecidableEq α] in
/-- The product in the group algebra is composition of permutations. -/
theorem perm_mul (σ τ : Perm α) : perm (σ * τ) = perm σ * perm τ :=
  map_mul (MonoidAlgebra.of ℂ (Perm α)) σ τ
```

Signs obey sgn(στ) = sgn(σ) sgn(τ) and sgn(τ)² = 1.

```lean
/-- The sign is multiplicative, and its square is one. -/
theorem sgn_mul_and_sq (σ τ : Perm α) :
    sgn (σ * τ) = sgn σ * sgn τ ∧ sgn τ * sgn τ = 1 := by
  constructor
  · simp [sgn]
  · rcases Int.units_eq_one_or (Perm.sign τ) with h | h <;> simp [sgn, h]
```

Suppose that στ belongs to S exactly when σ does. Substituting σ′ = στ gives

(Σ sgn(σ) σ) τ = Σ sgn(σ) στ = sgn(τ) Σ sgn(σ′) σ′.

The signed sum therefore absorbs τ from the right up to its sign. In the proof, `Finset.sum_equiv` performs the substitution and `linear_combination` uses sgn(τ)² = 1 to match the coefficients.

```lean
/-- A signed sum over a set stable under right multiplication by `τ` absorbs `τ` from the
right, up to the sign of `τ`. -/
theorem signedSum_mul_perm (S : Finset (Perm α)) (τ : Perm α)
    (h : ∀ σ, σ * τ ∈ S ↔ σ ∈ S) : signedSum S * perm τ = sgn τ • signedSum S := by
  unfold signedSum
  rw [Finset.sum_mul, Finset.smul_sum]
  refine Finset.sum_equiv (Equiv.mulRight τ) (fun σ => (h σ).symm) (fun σ _ => ?_)
  change (sgn σ • perm σ) * perm τ = sgn τ • sgn (σ * τ) • perm (σ * τ)
  rw [perm_mul, (sgn_mul_and_sq σ τ).1, smul_mul_assoc, smul_smul]
  congr 1
  linear_combination (-sgn σ) * (sgn_mul_and_sq σ τ).2
```

Multiplication from the left works likewise for b. If τ is in C, then σ ↦ τσ rearranges C, and

τ b = sgn(τ) b.

```lean
/-- The column antisymmetriser absorbs a column permutation from the left, up to its sign. -/
theorem perm_mul_colAntisymmetriser (T : Tableau μ α) {τ : Perm α} (hτ : τ ∈ colGroup T) :
    perm τ * colAntisymmetriser T = sgn τ • colAntisymmetriser T := by
  have hc : ∀ a, col T (τ a) = col T a := (Finset.mem_filter.1 hτ).2
  unfold colAntisymmetriser signedSum
  rw [Finset.mul_sum, Finset.smul_sum]
  refine Finset.sum_equiv (Equiv.mulLeft τ) (fun σ => by simp [colGroup, hc]) (fun σ _ => ?_)
  change perm τ * (sgn σ • perm σ) = sgn τ • sgn (τ * σ) • perm (τ * σ)
  rw [perm_mul, (sgn_mul_and_sq τ σ).1, mul_smul_comm, smul_smul]
  congr 1
  linear_combination (-sgn σ) * (sgn_mul_and_sq σ τ).2
```

For τ in R, the same rearrangement without signs gives

τ a = a.

```lean
/-- The row symmetriser absorbs a row permutation from the left. -/
theorem perm_mul_rowSymmetriser (T : Tableau μ α) {τ : Perm α} (hτ : τ ∈ rowGroup T) :
    perm τ * rowSymmetriser T = rowSymmetriser T := by
  have hr : ∀ a, row T (τ a) = row T a := (Finset.mem_filter.1 hτ).2
  unfold rowSymmetriser
  rw [Finset.mul_sum]
  exact Finset.sum_equiv (Equiv.mulLeft τ) (fun σ => by simp [rowGroup, hr])
    (fun σ _ => (perm_mul τ σ).symm)
```

## Two letters forced into one row

Let τ be in C. For each u in X ∪ Y, the letter τ⁻¹u stands in the same column as u, which is j or j+1. Column j+1 is no longer than column j, so the row of τ⁻¹u is one of the rows 0, …, ℓ−1, where ℓ is the length of column j, written `μ.colLen j`.

X and Y are disjoint because they lie in different columns. The set X ∪ Y thus has |X| + |Y| > ℓ letters, and two distinct letters u and v must satisfy

row(τ⁻¹u) = row(τ⁻¹v).

The lemma `colLen_anti` supplies the comparison of column lengths, and the pigeonhole principle is applied to the map u ↦ row(τ⁻¹u).

```lean
/-- Pigeonhole step: if `X` in column `j` and `Y` in column `j + 1` have together more letters
than column `j` has cells, then any column permutation `τ` has two distinct letters of `X ∪ Y`
whose preimages under `τ` share a row. -/
theorem exists_same_row (T : Tableau μ α) (j : ℕ) (X Y : Finset α)
    (hX : ∀ x ∈ X, col T x = j) (hY : ∀ y ∈ Y, col T y = j + 1)
    (hcard : μ.colLen j < X.card + Y.card) {τ : Perm α} (hτ : τ ∈ colGroup T) :
    ∃ u ∈ X ∪ Y, ∃ v ∈ X ∪ Y, u ≠ v ∧ row T (τ⁻¹ u) = row T (τ⁻¹ v) := by
  have hd : Disjoint X Y := Finset.disjoint_left.2 fun x hx hy => by
    have h1 := hX x hx
    have h2 := hY x hy
    omega
  have hlt : (Finset.range (μ.colLen j)).card < (X ∪ Y).card := by
    rw [Finset.card_range, Finset.card_union_of_disjoint hd]
    exact hcard
  refine Finset.exists_ne_map_eq_of_card_lt_of_maps_to (f := fun u => row T (τ⁻¹ u)) hlt ?_
  intro u hu
  have hu' : u ∈ X ∨ u ∈ Y := by simpa using hu
  have hc := (Finset.mem_filter.1 hτ).2 (τ⁻¹ u)
  have hcancel : τ (τ⁻¹ u) = u := Equiv.apply_symm_apply τ u
  rw [hcancel] at hc
  have hm : row T (τ⁻¹ u) < μ.colLen (col T (τ⁻¹ u)) :=
    YoungDiagram.mem_iff_lt_colLen.1 (T (τ⁻¹ u)).2
  -- the column to the right is never longer
  have hanti := μ.colLen_anti j (j + 1) (Nat.le_succ j)
  have key : row T (τ⁻¹ u) < μ.colLen j := by
    rw [← hc] at hm
    rcases hu' with h | h
    · rwa [hX u h] at hm
    · rw [hY u h] at hm
      exact lt_of_lt_of_le hm hanti
  simpa using key
```

## A transposition that changes the sign

Write p = τ⁻¹u and q = τ⁻¹v. The transposition (p q) exchanges two letters of one row, so (p q)a = a. Moving it through τ changes its letters:

τ (p q) = (u v) τ.

Since u and v both belong to X ∪ Y, G absorbs (u v) with the sign −1. Therefore

G τ a = G τ (p q) a = G (u v) τ a = −G τ a,

so 2Gτa = 0 and Gτa = 0. In the code, `hρ` places (p q) in the row group, `hG` gives the absorption by G, and the `calc` block is the chain above.

```lean
/-- If `X` in column `j` and `Y` in column `j + 1` have together more letters than column `j`
has cells, the signed sum over permutations of `X ∪ Y` annihilates `τ a` for every column
permutation `τ`, where `a` is the row symmetriser. -/
theorem signedSum_mul_perm_mul_row (T : Tableau μ α) (j : ℕ) (X Y : Finset α)
    (hX : ∀ x ∈ X, col T x = j) (hY : ∀ y ∈ Y, col T y = j + 1)
    (hcard : μ.colLen j < X.card + Y.card) {τ : Perm α} (hτ : τ ∈ colGroup T) :
    signedSum (permsOf (X ∪ Y)) * (perm τ * rowSymmetriser T) = 0 := by
  obtain ⟨u, hu, v, hv, huv, hr⟩ := exists_same_row T j X Y hX hY hcard hτ
  have hρ : swap (τ⁻¹ u) (τ⁻¹ v) ∈ rowGroup T := by
    refine Finset.mem_filter.2 ⟨Finset.mem_univ _, fun a => ?_⟩
    rw [swap_apply_def]
    split_ifs with h1 h2
    · rw [h1]; exact hr.symm
    · rw [h2]; exact hr
    · rfl
  have hG := signedSum_mul_perm (permsOf (X ∪ Y)) (swap u v) (fun σ => by
    simp only [permsOf, Finset.mem_filter, Finset.mem_univ, true_and, Perm.mul_apply]
    refine forall_congr' fun a => imp_congr_right fun ha => ?_
    have hau : a ≠ u := (ne_of_mem_of_not_mem hu ha).symm
    have hav : a ≠ v := (ne_of_mem_of_not_mem hv ha).symm
    rw [swap_apply_of_ne_of_ne hau hav])
  have hs : sgn (swap u v) = -1 := by simp [sgn, Perm.sign_swap huv]
  -- the transposition is absorbed by the rows but reverses the signed sum
  have key : signedSum (permsOf (X ∪ Y)) * (perm τ * rowSymmetriser T)
      = -(signedSum (permsOf (X ∪ Y)) * (perm τ * rowSymmetriser T)) := by
    calc _ = signedSum (permsOf (X ∪ Y)) *
          (perm τ * (perm (swap (τ⁻¹ u) (τ⁻¹ v)) * rowSymmetriser T)) := by
            rw [perm_mul_rowSymmetriser T hρ]
      _ = signedSum (permsOf (X ∪ Y)) * perm (swap u v) * (perm τ * rowSymmetriser T) := by
            rw [← mul_assoc (perm τ), ← perm_mul, ← swap_mul_eq_mul_swap, perm_mul]
            simp only [mul_assoc]
      _ = _ := by rw [hG, hs, neg_smul, one_smul, neg_mul]
  have h2 : (2 : ℂ) • (signedSum (permsOf (X ∪ Y)) * (perm τ * rowSymmetriser T)) = 0 := by
    rw [two_smul]
    exact add_eq_zero_iff_eq_neg.2 key
  exact (smul_eq_zero.1 h2).resolve_left two_ne_zero
```

## Summing over the column group

Expanding b gives

G b a = Σ sgn(τ) G τ a,

with τ running over C. Every term vanishes by the previous step.

The theorem holds for every finite shape. Its hypotheses `hX` and `hY` place the two sets in neighbouring columns, and `hcard` is the condition |X| + |Y| > ℓ. Neither set needs to fill its column.

The smallest case has two letters in one row, with X = {1} and Y = {2}. Then b = 1, and the relation reads

(1 − (1 2)) (1 + (1 2)) = 1 − (1 2)² = 0.

```lean
/-- **Garnir relation.** If `X` in column `j` and `Y` in column `j + 1` have together more
letters than column `j` has cells, the signed sum over all permutations of `X ∪ Y`, multiplied
by the column antisymmetriser and then the row symmetriser, is zero. -/
theorem garnir_relation (T : Tableau μ α) (j : ℕ) (X Y : Finset α)
    (hX : ∀ x ∈ X, col T x = j) (hY : ∀ y ∈ Y, col T y = j + 1)
    (hcard : μ.colLen j < X.card + Y.card) :
    signedSum (permsOf (X ∪ Y)) * colAntisymmetriser T * rowSymmetriser T = 0 := by
  have hb : colAntisymmetriser T * rowSymmetriser T
      = ∑ τ ∈ colGroup T, sgn τ • (perm τ * rowSymmetriser T) := by
    simp only [colAntisymmetriser, signedSum, Finset.sum_mul, smul_mul_assoc]
  rw [mul_assoc, hb, Finset.mul_sum]
  refine Finset.sum_eq_zero fun τ hτ => ?_
  rw [mul_smul_comm, signedSum_mul_perm_mul_row T j X Y hX hY hcard hτ, smul_zero]
```

## One permutation from each coset

When X or Y has more than one letter, terms of G repeat the same information, because b already absorbs column permutations. Let H be the set of permutations of X ∪ Y that preserve columns. Choose a set S of permutations of X ∪ Y such that for every permutation σ of X ∪ Y there is exactly one s in S with s⁻¹σ in C. This is the hypothesis `hrep`; it says that S contains one representative of each left coset of H.

Write G_S and G_H for the signed sums over S and H. Each σ is uniquely a product sh, with s in S and h in H, so

G = G_S G_H.

Each h in H contributes sgn(h) h b = sgn(h)² b = b, which gives G_H b = |H| b. Hence

0 = G b a = |H| G_S b a.

H contains the identity, so |H| ≠ 0 and G_S b a = 0. The Lean proof establishes the factorisation in `hfac`, where `Finset.sum_bij` matches pairs (s, h) with products sh, and the factor |H| in `hH`.

```lean
/-- Garnir relation with coset representatives. Let `X` in column `j` and `Y` in column `j + 1` have
together more letters than column `j` has cells, and let the set `S` of permutations of `X ∪ Y`
represent each permutation of `X ∪ Y` exactly once up to a column permutation on the right. Then the
signed sum over `S`, multiplied by the column antisymmetriser and then the row symmetriser, is zero.
-/
theorem garnir_relation_cosets (T : Tableau μ α) (j : ℕ) (X Y : Finset α)
    (hX : ∀ x ∈ X, col T x = j) (hY : ∀ y ∈ Y, col T y = j + 1)
    (hcard : μ.colLen j < X.card + Y.card) (S : Finset (Perm α))
    (hS : S ⊆ permsOf (X ∪ Y))
    (hrep : ∀ σ ∈ permsOf (X ∪ Y), ∃! s, s ∈ S ∧ s⁻¹ * σ ∈ colGroup T) :
    signedSum S * colAntisymmetriser T * rowSymmetriser T = 0 := by
  let H : Finset (Perm α) := permsOf (X ∪ Y) ∩ colGroup T
  have mem : ∀ σ : Perm α, σ ∈ permsOf (X ∪ Y) ↔ ∀ a, a ∉ X ∪ Y → σ a = a :=
    fun σ => ⟨fun h => (Finset.mem_filter.1 h).2,
      fun h => Finset.mem_filter.2 ⟨Finset.mem_univ _, h⟩⟩
  have hmul : ∀ s ∈ S, ∀ h ∈ H, s * h ∈ permsOf (X ∪ Y) := fun s hs h hh =>
    (mem _).2 fun a ha => by
      rw [Perm.mul_apply, (mem h).1 (Finset.mem_inter.1 hh).1 a ha, (mem s).1 (hS hs) a ha]
  -- the full signed sum factorises over the cosets
  have hfac : signedSum S * signedSum H = signedSum (permsOf (X ∪ Y)) := by
    unfold signedSum
    rw [Finset.sum_mul_sum, ← Finset.sum_product']
    refine Finset.sum_bij (fun p _ => p.1 * p.2) ?_ ?_ ?_ ?_
    · intro p hp
      exact hmul _ (Finset.mem_product.1 hp).1 _ (Finset.mem_product.1 hp).2
    · rintro ⟨s, h⟩ hp ⟨s', h'⟩ hp' heq
      obtain ⟨hs, hh⟩ := Finset.mem_product.1 hp
      obtain ⟨hs', hh'⟩ := Finset.mem_product.1 hp'
      have heq' : s * h = s' * h' := heq
      have e : s = s' := (hrep _ (hmul s hs h hh)).unique
        ⟨hs, by rw [inv_mul_cancel_left]; exact (Finset.mem_inter.1 hh).2⟩
        ⟨hs', by rw [heq', inv_mul_cancel_left]; exact (Finset.mem_inter.1 hh').2⟩
      subst e
      rw [mul_left_cancel heq']
    · intro σ hσ
      obtain ⟨s, ⟨hs, hc⟩, -⟩ := hrep σ hσ
      refine ⟨(s, s⁻¹ * σ), Finset.mem_product.2 ⟨hs, Finset.mem_inter.2 ⟨?_, hc⟩⟩,
        mul_inv_cancel_left s σ⟩
      refine (mem _).2 fun a ha => ?_
      rw [Perm.mul_apply, (mem σ).1 hσ a ha, Perm.inv_eq_iff_eq, (mem s).1 (hS hs) a ha]
    · intro p _
      rw [perm_mul, (sgn_mul_and_sq p.1 p.2).1, smul_mul_assoc, mul_smul_comm, smul_smul]
  -- each column permutation contributes the same term
  have hH : signedSum H * colAntisymmetriser T = (H.card : ℂ) • colAntisymmetriser T := by
    rw [signedSum, Finset.sum_mul, Nat.cast_smul_eq_nsmul, ← Finset.sum_const]
    refine Finset.sum_congr rfl fun h hh => ?_
    rw [smul_mul_assoc, perm_mul_colAntisymmetriser T (Finset.mem_inter.1 hh).2, smul_smul,
      (sgn_mul_and_sq h h).2, one_smul]
  have hne : (H.card : ℂ) ≠ 0 := Nat.cast_ne_zero.2 (Finset.card_ne_zero_of_mem
    (Finset.mem_inter.2 ⟨(mem 1).2 fun _ _ => rfl, by simp [colGroup]⟩))
  have h0 := garnir_relation T j X Y hX hY hcard
  rw [← hfac, mul_assoc (signedSum S), hH, mul_smul_comm, smul_mul_assoc] at h0
  exact (smul_eq_zero.1 h0).resolve_left hne

end

end GarnirRelations
```

```lean
#print axioms GarnirRelations.garnir_relation_cosets
-- 'GarnirRelations.garnir_relation_cosets' depends on axioms: [propext, Classical.choice, Quot.sound]
```

## Three spins with total spin one-half

Put letters 1 and 2 in the first row and 3 below 1. Take X = {1, 3} and Y = {2}: three letters against a column of length two. The set S = {1, (1 2), (2 3)} represents the cosets. Starting from φ = α(1)α(2)β(3), with α and β here the spin-up and spin-down functions (in the code, α is the type of the letters), baφ is proportional to the normalised function

D = α(2) [α(1)β(3) − β(1)α(3)] / √2,

in which electrons 1 and 3 form a singlet pair. The relation becomes

D = (1 2)D + (2 3)D.

For three electrons in a valence-bond description, this expresses one singlet pairing through the other two. In larger systems such relations are used to rewrite functions in terms of standard tableaux, whose letters increase along rows and down columns; showing that the rewriting always ends there takes a further ordering argument.
